# The zero-dimensional quartic model: an integral that exists only for g ≥ 0 and a series that diverges for every g ≠ 0

The perturbation term of order n could be introduced directly as a double-factorial formula, but here it is defined by what a physicist does to obtain it: expand exp(−g x⁴) in powers of g, take the n-th term, and average it over the free Gaussian weight. The formula is then a theorem.

The model has one real variable x, in units where the harmonic part of the action is x²/2, and a real coupling g that sets the strength of the quartic interaction. Its partition function, relative to the free one, is

Z(g) = (1/√(2π)) ∫ exp(−x²/2 − g x⁴) dx.

For g < 0 the quartic term wins at large |x| and the integral diverges. Lean assigns the value 0 to the integral of a non-integrable function, so the instability is stated as a property of the integrand, its integrability, and not through the value of Z(g).

```lean
import Mathlib

open MeasureTheory Filter Real

namespace DysonZeroDim

noncomputable section
```

The file loads the mathematical library Mathlib and makes the names for integration, limits and real functions available in short form.

## The weight, the moments and the terms

```lean
/-- The Boltzmann weight of the zero-dimensional quartic model with coupling `g`. -/
def boltzmann (g x : ℝ) : ℝ := Real.exp (-x ^ 2 / 2 - g * x ^ 4)
```

A `def` introduces a named object. `boltzmann g x` is the weight exp(−x²/2 − g x⁴), with `ℝ` the real numbers.

```lean
/-- The average of `x ^ k` over the normalised Gaussian weight of the free model. -/
def gaussMoment (k : ℕ) : ℝ :=
  (∫ x : ℝ, x ^ k * Real.exp (-x ^ 2 / 2)) / √(2 * π)
```

Write M(k) for `gaussMoment k`, where k = 0, 1, 2, … :

M(k) = (1/√(2π)) ∫ xᵏ exp(−x²/2) dx.

```lean
/-- The perturbation term of order `n`: the free Gaussian average of the `n`-th term in the
expansion of `exp (-g x ^ 4)` in powers of the coupling. -/
def pertTerm (g : ℝ) (n : ℕ) : ℝ :=
  (∫ x : ℝ, (-g * x ^ 4) ^ n / (n.factorial : ℝ) * Real.exp (-x ^ 2 / 2)) / √(2 * π)
```

Write a(n) for `pertTerm g n`, with g understood:

a(n) = (1/√(2π)) ∫ [(−g x⁴)ⁿ / n!] exp(−x²/2) dx.

Summing these terms is what one gets from Z(g) by exchanging the sum over orders with the integral. The definition takes each order separately and does not assume that the exchange is allowed.

## Gaussian moments by integrating a total derivative

```lean
/-- Every power of `x` with a natural-number exponent is integrable against the free Gaussian
weight. -/
theorem integrable_pow_gauss (k : ℕ) :
    Integrable (fun x : ℝ => x ^ k * Real.exp (-x ^ 2 / 2)) := by
  have hk : (-1 : ℝ) < (k : ℝ) := by
    have := Nat.cast_nonneg (α := ℝ) k
    linarith
  have h := integrable_rpow_mul_exp_neg_mul_sq (b := 1 / 2) (by norm_num) hk
  refine h.congr (ae_of_all _ fun x => ?_)
  show x ^ (k : ℝ) * Real.exp (-(1 / 2) * x ^ 2) = x ^ k * Real.exp (-x ^ 2 / 2)
  rw [Real.rpow_natCast, show -(1 / 2) * x ^ 2 = -x ^ 2 / 2 by ring]
```

A `theorem` has its statement before `:=` and its proof after. This one says that xᵏ exp(−x²/2) is integrable for every natural k, because the Gaussian decays faster than any power grows. Mathlib has the result for real exponents above −1, and the proof specialises it to whole numbers.

```lean
/-- The Gaussian moment of order zero is 1. -/
theorem gaussMoment_zero : gaussMoment 0 = 1 := by
  have e : (fun x : ℝ => x ^ 0 * Real.exp (-x ^ 2 / 2)) =
      fun x : ℝ => Real.exp (-(1 / 2) * x ^ 2) := by
    funext x
    rw [pow_zero, one_mul, show -(1 / 2) * x ^ 2 = -x ^ 2 / 2 by ring]
  have hpos : √(2 * π) ≠ 0 := by positivity
  unfold gaussMoment
  rw [e, integral_gaussian, show π / (1 / 2) = 2 * π by ring]
  exact div_self hpos
```

The Gaussian integral ∫ exp(−b x²) dx = √(π/b) at b = 1/2 equals √(2π), so M(0) = 1.

```lean
/-- Raising the power by two multiplies the Gaussian moment of order `k` by `k + 1`. -/
theorem gaussMoment_add_two (k : ℕ) :
    gaussMoment (k + 2) = ((k : ℝ) + 1) * gaussMoment k := by
  have hd : ∀ x : ℝ, HasDerivAt (fun y : ℝ => y ^ (k + 1) * Real.exp (-y ^ 2 / 2))
      (((k : ℝ) + 1) * (x ^ k * Real.exp (-x ^ 2 / 2))
        - x ^ (k + 2) * Real.exp (-x ^ 2 / 2)) x := by
    intro x
    have h1 : HasDerivAt (fun y : ℝ => -y ^ 2 / 2) (-x) x :=
      ((hasDerivAt_pow 2 x).fun_neg.div_const 2).congr_deriv (by ring)
    have h2 : HasDerivAt (fun y : ℝ => y ^ (k + 1)) (((k : ℝ) + 1) * x ^ k) x := by
      simpa using hasDerivAt_pow (k + 1) x
    exact (h2.fun_mul h1.exp).congr_deriv (by ring)
  -- the integral of this derivative vanishes, by integrability
  have h0 := integral_eq_zero_of_hasDerivAt_of_integrable hd
    (((integrable_pow_gauss k).const_mul _).sub (integrable_pow_gauss (k + 2)))
    (integrable_pow_gauss (k + 1))
  rw [integral_sub ((integrable_pow_gauss k).const_mul _) (integrable_pow_gauss (k + 2)),
    integral_const_mul] at h0
  unfold gaussMoment
  rw [← mul_div_assoc]
  congr 1
  linarith
```

This is the recursion M(k+2) = (k+1) M(k). By hand, the product rule gives

d/dx [xᵏ⁺¹ exp(−x²/2)] = (k+1) xᵏ exp(−x²/2) − xᵏ⁺² exp(−x²/2).

The function in brackets vanishes at both ends, so the integral of the right-hand side is zero. Dividing by √(2π) gives the recursion.

The proof has the same shape. `HasDerivAt` says that a function has a given derivative at a point, and `hd` is the product rule above. `h0` says that the derivative integrates to zero, which Mathlib grants when both the function and its derivative are integrable; the previous integrability theorem supplies both.

```lean
/-- The Gaussian moment of order `2m + 2` is the double factorial of `2m + 1`. -/
theorem gaussMoment_even (m : ℕ) :
    gaussMoment (2 * m + 2) = (Nat.doubleFactorial (2 * m + 1) : ℝ) := by
  induction m with
  | zero =>
    have h := gaussMoment_add_two 0
    simpa [gaussMoment_zero, Nat.doubleFactorial] using h
  | succ m ih =>
    rw [gaussMoment_add_two, show 2 * (m + 1) = 2 * m + 2 by ring, ih,
      show 2 * m + 2 + 1 = (2 * m + 1) + 2 by ring, Nat.doubleFactorial_add_two]
    push_cast
    ring
```

The even moments are M(2m+2) = (2m+1)!!, where the double factorial is the product of the odd numbers up to 2m+1. The proof is by induction. For m = 0, M(2) = 1 · M(0) = 1 = 1!!. For the step,

M(2m+4) = (2m+3) M(2m+2) = (2m+3)(2m+1)!! = (2m+3)!!.

Starting at the second moment avoids the expression (−1)!!, which natural-number arithmetic does not represent.

## The double-factorial formula and its growth

```lean
/-- The perturbation term of order `n` is `(-g) ^ n / n!` times the Gaussian moment of
order `4n`. -/
theorem pertTerm_eq (g : ℝ) (n : ℕ) :
    pertTerm g n = (-g) ^ n / (n.factorial : ℝ) * gaussMoment (4 * n) := by
  have e : (fun x : ℝ => (-g * x ^ 4) ^ n / (n.factorial : ℝ) * Real.exp (-x ^ 2 / 2)) =
      fun x : ℝ => (-g) ^ n / (n.factorial : ℝ) * (x ^ (4 * n) * Real.exp (-x ^ 2 / 2)) := by
    funext x
    rw [mul_pow, ← pow_mul]
    ring
  unfold pertTerm gaussMoment
  rw [e, integral_const_mul, mul_div_assoc]
```

The constants come out of the integral:

a(n) = [(−g)ⁿ / n!] M(4n).

```lean
/-- The term of order `n + 1` is `(-g) ^ (n + 1) (4n + 3)!! / (n + 1)!`. -/
theorem pertTerm_succ (g : ℝ) (n : ℕ) :
    pertTerm g (n + 1) =
      (-g) ^ (n + 1) * (Nat.doubleFactorial (4 * n + 3) : ℝ) / ((n + 1).factorial : ℝ) := by
  rw [pertTerm_eq, show 4 * (n + 1) = 2 * (2 * n + 1) + 2 by ring, gaussMoment_even,
    show 2 * (2 * n + 1) + 1 = 4 * n + 3 by ring]
  ring
```

Since 4(n+1) = 2(2n+1) + 2, the even-moment formula with m = 2n+1 gives

a(n+1) = (−g)ⁿ⁺¹ (4n+3)!! / (n+1)!.

With N = n+1 this is the familiar (−g)ᴺ (4N−1)!!/N! for N ≥ 1. The order-zero term is a(0) = M(0) = 1.

```lean
/-- The term of order `n` is at least `|g| ^ n n!` in absolute value. -/
theorem factorial_growth (g : ℝ) (n : ℕ) :
    |g| ^ n * (n.factorial : ℝ) ≤ |pertTerm g n| := by
  induction n with
  | zero => simp [pertTerm_eq, gaussMoment_zero]
  | succ n ih =>
    -- ratio of successive terms
    have hq : pertTerm g (n + 1) =
        -g * ((4 * (n : ℝ) + 3) * (4 * n + 1) / (n + 1)) * pertTerm g n := by
      rw [pertTerm_eq, pertTerm_eq, show 4 * (n + 1) = 4 * n + 2 + 2 by ring,
        gaussMoment_add_two, gaussMoment_add_two, Nat.factorial_succ]
      push_cast
      simp only [div_eq_mul_inv, mul_inv]
      ring
    have hn : (0 : ℝ) ≤ n := Nat.cast_nonneg n
    have hr : (n : ℝ) + 1 ≤ (4 * (n : ℝ) + 3) * (4 * n + 1) / (n + 1) := by
      rw [le_div_iff₀ (by positivity)]
      nlinarith
    have h0 : 0 ≤ (4 * (n : ℝ) + 3) * (4 * n + 1) / (n + 1) := by positivity
    rw [hq, abs_mul, abs_mul, abs_neg, abs_of_nonneg h0]
    calc |g| ^ (n + 1) * ((n + 1).factorial : ℝ)
        = |g| * ((n : ℝ) + 1) * (|g| ^ n * (n.factorial : ℝ)) := by
          rw [Nat.factorial_succ]
          push_cast
          ring
      _ ≤ |g| * ((4 * (n : ℝ) + 3) * (4 * n + 1) / (n + 1)) * |pertTerm g n| := by
          gcongr
```

The claim is |a(n)| ≥ |g|ⁿ n!. Applying the moment recursion twice gives M(4n+4) = (4n+3)(4n+1) M(4n), and therefore

a(n+1) = −g r(n) a(n), with r(n) = (4n+3)(4n+1)/(n+1).

Both factors in the numerator are at least n+1, so r(n) ≥ n+1. The bound holds with equality at n = 0, where both sides are 1. If it holds at n, then

|a(n+1)| = |g| r(n) |a(n)| ≥ |g| (n+1) |g|ⁿ n! = |g|ⁿ⁺¹ (n+1)!.

In the proof, `hq` is the ratio formula, `hr` is r(n) ≥ n+1, and the `calc` block is the last chain of inequalities.

A weak coupling shows how the growth can hide at first. For g = 0.01 the terms of orders 0 to 4 are

1, −0.03, 0.00525, −0.00173, 0.00084.

Dividing out gives r(n) = 16n + 3/(n+1), which increases with n. The terms shrink while 0.01 · r(n) < 1, that is, up to n = 6, where r(6) ≈ 96.4. Since r(7) ≈ 112.4, the term of order 7, about −0.00042, is the smallest in absolute value, and from there on the terms grow.

```lean
/-- At every nonzero coupling the perturbation terms grow beyond all bounds in absolute
value as the order increases. -/
theorem tendsto_abs_pertTerm {g : ℝ} (hg : g ≠ 0) :
    Tendsto (fun n => |pertTerm g n|) atTop atTop := by
  have h := FloorSemiring.tendsto_pow_div_factorial_atTop (|g|⁻¹)
  have hpos : ∀ n : ℕ, 0 < |g|⁻¹ ^ n / (n.factorial : ℝ) := fun n => by positivity
  -- the factorial beats every geometric decay
  have h1 := (tendsto_nhdsWithin_iff.2
    ⟨h, Eventually.of_forall fun n => Set.mem_Ioi.2 (hpos n)⟩).inv_tendsto_nhdsGT_zero
  refine tendsto_atTop_mono (fun n => ?_) h1
  refine le_trans (le_of_eq ?_) (factorial_growth g n)
  simp only [Pi.inv_apply, inv_div, inv_pow, div_inv_eq_mul]
  exact mul_comm _ _
```

For g ≠ 0, |a(n)| tends to infinity; `Tendsto … atTop atTop` is Lean's way of saying that a quantity grows without limit as n does. By hand, yⁿ/n! → 0 for every fixed y. Take y = 1/|g|. The sequence is positive and tends to zero, so its reciprocal |g|ⁿ n! tends to infinity, and |a(n)| lies above it. The proof takes these steps in order: `h` is the limit zero, `h1` is the reciprocal, and `tendsto_atTop_mono` is the comparison.

## Stability of the integral

```lean
/-- The Boltzmann weight is integrable over the real line exactly when the coupling is
nonnegative. -/
theorem integrable_boltzmann_iff (g : ℝ) : Integrable (boltzmann g) ↔ 0 ≤ g := by
  constructor
  · intro hf
    by_contra hneg
    have hg : 0 < -2 * g := by linarith [not_le.1 hneg]
    -- far out on the right the weight is at least one
    have hsub : Set.Ioi (1 + 1 / (-2 * g)) ⊆ {x | 1 ≤ ‖boltzmann g x‖} := by
      intro x hx
      have hx' : 1 + 1 / (-2 * g) < x := hx
      have hi : 0 < 1 / (-2 * g) := by positivity
      have hx1 : 1 ≤ x := by linarith
      have hx2 : 1 ≤ x * (-2 * g) := (div_le_iff₀ hg).1 (by linarith)
      have h3 : 1 ≤ -2 * g * x ^ 2 := by
        nlinarith [mul_nonneg (le_trans zero_le_one hx2) (sub_nonneg.2 hx1)]
      have h4 : 0 ≤ -x ^ 2 / 2 - g * x ^ 4 := by
        nlinarith [mul_nonneg (sq_nonneg x) (sub_nonneg.2 h3)]
      show 1 ≤ ‖Real.exp (-x ^ 2 / 2 - g * x ^ 4)‖
      rw [Real.norm_eq_abs, abs_of_pos (Real.exp_pos _)]
      exact Real.one_le_exp h4
    have h5 := (measure_mono (μ := volume) hsub).trans_lt
      (hf.measure_norm_ge_lt_top one_pos)
    rw [Real.volume_Ioi] at h5
    exact lt_irrefl _ h5
  · intro hg
    have hc : Continuous (boltzmann g) := by
      unfold boltzmann
      fun_prop
    -- the free Gaussian dominates
    refine (integrable_pow_gauss 0).mono' hc.aestronglyMeasurable (ae_of_all _ fun x => ?_)
    have h4 : 0 ≤ g * x ^ 4 := by positivity
    rw [boltzmann, Real.norm_eq_abs, abs_of_pos (Real.exp_pos _), pow_zero, one_mul]
    exact Real.exp_le_exp.2 (by linarith)
```

The weight is integrable exactly when g ≥ 0; the symbol `↔` means "if and only if".

For g ≥ 0, the quartic term only lowers the exponent, so

0 < exp(−x²/2 − g x⁴) ≤ exp(−x²/2),

and the free Gaussian dominates. This is the second half of the proof, where continuity supplies the measurability that the comparison needs.

For g < 0, write the exponent as

−x²/2 − g x⁴ = (x²/2)(−2g x² − 1).

If x > 1 + 1/(−2g), then x ≥ 1 and −2g x ≥ 1, so −2g x² ≥ 1 and the exponent is not negative. The weight is then at least 1 on a half-line of infinite length. An integrable function can have absolute value at least 1 only on a set of finite length, which is a contradiction. In the proof, `hsub` places the half-line inside the set where the weight is at least 1, and `h5` would make the length of the half-line finite.

For g = −0.01 the half-line used starts at x = 51. The weight is in fact at least 1 from x = √50 ≈ 7.07 onwards, but any half-line on which it is at least 1 will do.

## Instability and divergence together

```lean
/-- The Boltzmann weight is integrable exactly for `g ≥ 0`, and for every `g ≠ 0` the perturbation
terms of order at least one are unbounded. -/
theorem dyson_instability (g : ℝ) :
    (Integrable (boltzmann g) ↔ 0 ≤ g) ∧
      (g ≠ 0 → ∀ C : ℝ, ∃ n : ℕ, 1 ≤ n ∧ C < |pertTerm g n|) := by
  refine ⟨integrable_boltzmann_iff g, fun hg C => ?_⟩
  exact ((eventually_ge_atTop 1).and
    ((tendsto_abs_pertTerm hg).eventually_gt_atTop C)).exists
```

For every real g, the theorem states two things joined by `∧`, "and":

1. The weight is integrable over the real line if and only if g ≥ 0.
2. If g ≠ 0, then for every real C there is an order n ≥ 1 with |a(n)| > C.

The first part is the integrability theorem. For the second, |a(n)| eventually exceeds C and n eventually exceeds 0, so some n satisfies both.

Dyson's argument, made for quantum electrodynamics, infers the divergence of a perturbation series from the instability of the theory at the opposite sign of the coupling. Here the two facts stand side by side and are proved independently: the proof of the growth uses the moments and not the failure of the integral at g < 0. The facts are linked all the same. For g < 0 the integrand of every a(n) is nonnegative, so the sum and the integral may be exchanged, and the series diverges because the integral does. A power series in g that converged at some g > 0 would also converge at small negative g, so this one diverges for g > 0 too.

```lean
/-- The perturbation series is summable exactly when the coupling is zero. -/
theorem summable_pertTerm_iff (g : ℝ) : Summable (pertTerm g) ↔ g = 0 := by
  constructor
  · intro hs
    by_contra hg
    exact not_tendsto_nhds_of_tendsto_atTop (tendsto_abs_pertTerm hg) _
      hs.tendsto_atTop_zero.abs
  · rintro rfl
    have h : Summable (fun n => pertTerm 0 (n + 1)) := by simp [pertTerm_eq]
    exact (summable_nat_add_iff 1).1 h

end

end DysonZeroDim
```

The series of the a(n) converges if and only if g = 0. For real terms `Summable` means absolute convergence; it does not refer to resummation methods such as Borel's. If g ≠ 0, the terms do not tend to zero, which rules out convergence. This includes g > 0, where the integral itself is finite: a well-defined partition function does not guarantee a convergent expansion. At g = 0 the series is 1 + 0 + 0 + …, with sum 1, which is the free partition function in this normalisation.

For quantum mechanics, this one-variable integral is a toy version of the quartic anharmonic oscillator, with no Hamiltonian and no energy levels, and it shows in that restricted setting that small low-order corrections do not guarantee that a perturbation series converges.

```lean
#print axioms DysonZeroDim.integrable_pow_gauss
#print axioms DysonZeroDim.pertTerm_succ
#print axioms DysonZeroDim.dyson_instability
#print axioms DysonZeroDim.summable_pertTerm_iff
```

```
'DysonZeroDim.integrable_pow_gauss' depends on axioms: [propext, Classical.choice, Quot.sound]
'DysonZeroDim.pertTerm_succ' depends on axioms: [propext, Classical.choice, Quot.sound]
'DysonZeroDim.dyson_instability' depends on axioms: [propext, Classical.choice, Quot.sound]
'DysonZeroDim.summable_pertTerm_iff' depends on axioms: [propext, Classical.choice, Quot.sound]
```
